# For a stationary finite Markov chain with positive transition probabilities, path irreversibility is exactly n times its one-step value

To get the dissipation of a driven three-state motor model over n steps, I take its transition matrix P and stationary distribution π, add up πᵢ Pᵢⱼ ln(Pᵢⱼ/Pⱼᵢ) over all ordered pairs of states, and multiply by n. What I am really after is the relative entropy of the distribution of whole n-step paths with respect to its time reversal. Two things bother me. Successive jumps are correlated, since each one begins where the last one ended. And a path read backwards starts from a different state, with a different stationary weight, for which my formula has no term. Is the factor n exact for a short run, or only a long-time approximation?

## The jump terms add and the end terms cancel

It is exact for every n, provided that the chain starts in π and every transition probability is positive. The correlations are real, but the logarithm turns the path ratio into a sum, and the mean of a sum needs only the distribution of each term.

Let Pᵢⱼ, also written P(i,j), be the probability of a jump from i to j. A path x = (x₀, …, xₙ) has probability

p(x) = π(x₀) P(x₀,x₁) P(x₁,x₂) ⋯ P(xₙ₋₁,xₙ).

Its time reversal q gives x the probability of the same states in the opposite order:

q(x) = π(xₙ) P(xₙ,xₙ₋₁) ⋯ P(x₂,x₁) P(x₁,x₀).

Both are positive. Since the πᵢ are nonnegative and sum to one, some πᵢ is positive, and then πⱼ = Σᵢ πᵢ Pᵢⱼ is positive for every j. So we may take logarithms and pair each jump with its reverse:

ln(p(x)/q(x)) = ln π(x₀) − ln π(xₙ) + Σₖ ln(P(xₖ,xₖ₊₁)/P(xₖ₊₁,xₖ)), with k = 0, …, n−1.

Now average over p. The first state has distribution π, and if xₖ has distribution π, so does the next state:

Prob(xₖ₊₁ = j) = Σᵢ πᵢ Pᵢⱼ = πⱼ.

Hence ln π(x₀) and ln π(xₙ) have the same mean, Σᵢ πᵢ ln πᵢ, and cancel. This is the missing term you were worried about: it is present on each path and vanishes on average. The pair (xₖ, xₖ₊₁) equals (i, j) with probability πᵢ Pᵢⱼ for every k, so each of the n jumps contributes the same mean:

Σₓ p(x) ln(p(x)/q(x)) = n Σᵢⱼ πᵢ Pᵢⱼ ln(Pᵢⱼ/Pⱼᵢ).

## A three-site ring with numbers

Let a walker on three sites step forward with probability a = 1/2, backward with b = 1/4, and stay with c = 1/4. The stationary distribution is uniform, and the formula gives

n (a − b) ln(a/b) = n (1/4) ln 2 ≈ 0.173 n.

For n = 2 we can sum over the paths directly. The starting weight 1/3 cancels in the ratio, and each net forward step contributes ln 2. A net displacement of +2 has probability 1/4, +1 has 1/4, −1 has 1/8 and −2 has 1/16. The relative entropy is therefore

(2·1/4 + 1/4 − 1/8 − 2·1/16) ln 2 = (1/2) ln 2,

which is twice the one-step value.

In your motor calculation, you solve πP = π, form the nine products πᵢ Pᵢⱼ, weight each by its log ratio, add, and multiply by n. The diagonal terms are zero, so six terms remain. For n = 10 they replace a sum over 3¹¹ = 177147 paths.

For simulation practice, this gives the path irreversibility of a finite-state, discrete-time Markov model in its stationary state directly from one-step data, when all transitions are allowed. Calling the result dissipation takes one further physical step: local detailed balance, by which ln(Pᵢⱼ/Pⱼᵢ) is the entropy delivered to the surroundings in that jump, in units of k_B.

## The chain and its paths in Lean

In the Lean file below, `S` is a finite set of states and `P i j` is the probability of going from `i` to `j`. The letter `π` denotes the stationary distribution, not the number. The hypothesis `IsStationaryChain P π` collects positive entries of `P`, rows that sum to one, nonnegative `π` of total one, and stationarity. It takes `π` as given; that `π` is positive is proved.

Positive entries mean physically that every jump, its reverse and staying put can all happen in one step. If a jump occurred whose reverse was impossible, the relative entropy would be infinite. The hypothesis asks for more than the absence of such jumps, so a network in which some pairs of states are unconnected in both directions does not satisfy it.

A path is a function `Fin (n + 1) → S`, so `n` counts jumps and not states. For the jump numbered `k`, `k.castSucc` is the position before it and `k.succ` the position after it. `pathProb` is p, and `timeReversal` evaluates a path distribution on the path read backwards. It reverses the order of the states but leaves the states themselves alone, which suits configurations but not states that include momenta. `relEntropy` is the Kullback–Leibler divergence with the natural logarithm.

The main theorem, `path_irreversibility`, says that for any such chain and every natural number `n`, the relative entropy of the path distribution with respect to its reversal is `n` times the one-step sum. At `n = 0` both sides are zero. `ringWalk_irreversibility` is the ring formula for any positive `a`, `b`, `c` of sum one.

```lean
import Mathlib

open Finset

namespace PathIrreversibility

noncomputable section

variable {S : Type*} [Fintype S]

/-- A Markov chain with positive transition probabilities `P i j` from `i` to `j`,
together with a stationary probability `π`. -/
structure IsStationaryChain (P : Matrix S S ℝ) (π : S → ℝ) : Prop where
  pos : ∀ i j, 0 < P i j
  row_sum : ∀ i, ∑ j, P i j = 1
  nonneg : ∀ i, 0 ≤ π i
  total : ∑ i, π i = 1
  stationary : ∀ j, ∑ i, π i * P i j = π j

/-- The weight of the path `x 0, x 1, ..., x n`: the weight of the initial state times
the transition probabilities of the `n` jumps. -/
def pathProb (P : Matrix S S ℝ) (π : S → ℝ) (n : ℕ) (x : Fin (n + 1) → S) : ℝ :=
  π (x 0) * ∏ k : Fin n, P (x k.castSucc) (x k.succ)

/-- The time reversal of a path distribution: each path receives the probability of the
same path read backwards. -/
def timeReversal {n : ℕ} (p : (Fin (n + 1) → S) → ℝ) (x : Fin (n + 1) → S) : ℝ :=
  p (fun k => x k.rev)

/-- The relative entropy `∑ p ln (p / q)` of two positive distributions on a finite set. -/
def relEntropy {X : Type*} [Fintype X] (p q : X → ℝ) : ℝ :=
  ∑ x, p x * Real.log (p x / q x)

/-- A sum over paths of `n + 1` jumps is a sum over the first state `i` and over the
remaining path, whose initial weight is `π i * P i j`. -/
theorem sum_path_succ (P : Matrix S S ℝ) (π : S → ℝ) (n : ℕ)
    (F : (Fin (n + 2) → S) → ℝ) :
    ∑ x, pathProb P π (n + 1) x * F x =
      ∑ i, ∑ y, pathProb P (fun j => π i * P i j) n y * F (Matrix.vecCons i y) := by
  rw [← (Fin.consEquiv (fun _ : Fin (n + 2) => S)).sum_comp, Fintype.sum_prod_type]
  refine sum_congr rfl fun i _ => sum_congr rfl fun y _ => ?_
  change pathProb P π (n + 1) (Matrix.vecCons i y) * F (Matrix.vecCons i y) = _
  congr 1
  rw [pathProb, pathProb, Fin.prod_univ_succ, ← mul_assoc]
  rfl

/-- If the rows of `P` sum to one, the total weight of all paths is the total weight of
the initial states. -/
theorem sum_path {P : Matrix S S ℝ} (hP : ∀ i, ∑ j, P i j = 1) (n : ℕ) (w : S → ℝ) :
    ∑ x, pathProb P w n x = ∑ i, w i := by
  induction n generalizing w with
  | zero =>
    exact Fintype.sum_equiv (Equiv.funUnique (Fin 1) S) _ _ (fun x => by simp [pathProb])
  | succ n ih =>
    have h := sum_path_succ P w n (fun _ => 1)
    simp only [mul_one] at h
    rw [h]
    refine sum_congr rfl fun i _ => ?_
    rw [ih, ← mul_sum, hP, mul_one]

/-- In a stationary chain, forgetting the first state of a path of `n + 1` jumps leaves
the stationary distribution of paths of `n` jumps. -/
theorem sum_drop_first {P : Matrix S S ℝ} {π : S → ℝ} (h : IsStationaryChain P π)
    (n : ℕ) (G : (Fin (n + 1) → S) → ℝ) :
    ∑ x, pathProb P π (n + 1) x * G (fun k => x k.succ) = ∑ y, pathProb P π n y * G y := by
  refine (sum_path_succ P π n (fun x => G (fun k => x k.succ))).trans ?_
  rw [sum_comm]
  refine sum_congr rfl fun y _ => ?_
  change ∑ i, pathProb P (fun j => π i * P i j) n y * G y = _
  rw [← sum_mul]
  congr 1
  simp only [pathProb]
  rw [← sum_mul, h.stationary]

/-- In a stationary chain, the final state of a path is distributed according to `π`. -/
theorem mean_last {P : Matrix S S ℝ} {π : S → ℝ} (h : IsStationaryChain P π)
    (n : ℕ) (u : S → ℝ) :
    ∑ x, pathProb P π n x * u (x (Fin.last n)) = ∑ i, π i * u i := by
  induction n with
  | zero =>
    exact Fintype.sum_equiv (Equiv.funUnique (Fin 1) S) _ _ (fun x => by simp [pathProb])
  | succ n ih => exact (sum_drop_first h n (fun y => u (y (Fin.last n)))).trans ih

/-- In a stationary chain, an observable `f` summed over the `n` jumps of a path has mean
`n` times its mean over a single jump. -/
theorem mean_jumps {P : Matrix S S ℝ} {π : S → ℝ} (h : IsStationaryChain P π)
    (n : ℕ) (f : S → S → ℝ) :
    ∑ x, pathProb P π n x * ∑ k : Fin n, f (x k.castSucc) (x k.succ) =
      n * ∑ i, ∑ j, π i * P i j * f i j := by
  induction n with
  | zero => simp
  | succ n ih =>
    -- the first jump contributes the one-step mean
    have first : ∑ x, pathProb P π (n + 1) x * f (x 0) (x (Fin.succ 0)) =
        ∑ i, ∑ j, π i * P i j * f i j := by
      refine (sum_path_succ P π n (fun x => f (x 0) (x (Fin.succ 0)))).trans ?_
      refine sum_congr rfl fun i _ => ?_
      rw [← sum_path h.row_sum n (fun j => π i * P i j * f i j)]
      refine sum_congr rfl fun y _ => ?_
      change pathProb P (fun j => π i * P i j) n y * f i (y 0) = _
      simp only [pathProb]
      ring
    -- the later jumps form a stationary path of n jumps
    have rest := (sum_drop_first h n
      (fun y => ∑ k : Fin n, f (y k.castSucc) (y k.succ))).trans ih
    calc _ = ∑ x, (pathProb P π (n + 1) x * f (x 0) (x (Fin.succ 0)) +
          pathProb P π (n + 1) x *
            ∑ k : Fin n, f (x k.castSucc.succ) (x k.succ.succ)) :=
          sum_congr rfl fun x _ => by rw [Fin.sum_univ_succ, mul_add]; rfl
      _ = _ := by
          rw [sum_add_distrib, first, rest]
          push_cast
          ring

/-- The stationary probability of a chain with positive transition probabilities is
positive in every state. -/
theorem stationary_pos {P : Matrix S S ℝ} {π : S → ℝ} (h : IsStationaryChain P π)
    (j : S) : 0 < π j := by
  have hex : ∃ i, 0 < π i := by
    by_contra hn
    have h0 : ∑ i, π i ≤ 0 :=
      sum_nonpos fun i _ => le_of_not_gt fun hi => hn ⟨i, hi⟩
    linarith [h.total]
  obtain ⟨i, hi⟩ := hex
  rw [← h.stationary j]
  exact sum_pos' (fun k _ => mul_nonneg (h.nonneg k) (h.pos k j).le)
    ⟨i, mem_univ i, mul_pos hi (h.pos i j)⟩

/-- For each path of a stationary chain with positive transition probabilities, the log
ratio of forward to reversed probability is a boundary term plus a sum over the jumps. -/
theorem log_path_ratio {P : Matrix S S ℝ} {π : S → ℝ} (h : IsStationaryChain P π)
    (n : ℕ) (x : Fin (n + 1) → S) :
    Real.log (pathProb P π n x / timeReversal (pathProb P π n) x) =
      Real.log (π (x 0)) - Real.log (π (x (Fin.last n))) +
        ∑ k : Fin n, Real.log (P (x k.castSucc) (x k.succ) / P (x k.succ) (x k.castSucc)) := by
  -- the reversed path makes the same jumps backwards
  have hrev : timeReversal (pathProb P π n) x =
      π (x (Fin.last n)) * ∏ k : Fin n, P (x k.succ) (x k.castSucc) := by
    simp only [timeReversal, pathProb, Fin.rev_zero]
    congr 1
    refine Fintype.prod_equiv Fin.revPerm _ _ fun k => ?_
    simp only [Fin.revPerm_apply, Fin.rev_castSucc, Fin.rev_succ]
  have hF : 0 < ∏ k : Fin n, P (x k.castSucc) (x k.succ) := prod_pos fun k _ => h.pos _ _
  have hB : 0 < ∏ k : Fin n, P (x k.succ) (x k.castSucc) := prod_pos fun k _ => h.pos _ _
  have h0 := stationary_pos h (x 0)
  have h1 := stationary_pos h (x (Fin.last n))
  have hsum : Real.log ((∏ k : Fin n, P (x k.castSucc) (x k.succ)) /
      ∏ k : Fin n, P (x k.succ) (x k.castSucc)) =
      ∑ k : Fin n, Real.log (P (x k.castSucc) (x k.succ) / P (x k.succ) (x k.castSucc)) := by
    rw [← prod_div_distrib]
    apply Real.log_prod
    intro k _
    exact (div_pos (h.pos _ _) (h.pos _ _)).ne'
  rw [hrev, pathProb, ← hsum, Real.log_div (mul_pos h0 hF).ne' (mul_pos h1 hB).ne',
    Real.log_mul h0.ne' hF.ne', Real.log_mul h1.ne' hB.ne', Real.log_div hF.ne' hB.ne']
  ring

/-- For a stationary chain with positive transition probabilities, the relative entropy of
the `n`-step path distribution with respect to its time reversal is
`n ∑ π_i P_ij ln (P_ij / P_ji)`. -/
theorem path_irreversibility {P : Matrix S S ℝ} {π : S → ℝ} (h : IsStationaryChain P π)
    (n : ℕ) :
    relEntropy (pathProb P π n) (timeReversal (pathProb P π n)) =
      n * ∑ i, ∑ j, π i * P i j * Real.log (P i j / P j i) := by
  have start : ∑ x, pathProb P π n x * Real.log (π (x 0)) = ∑ i, π i * Real.log (π i) := by
    rw [← sum_path h.row_sum n (fun i => π i * Real.log (π i))]
    refine sum_congr rfl fun x _ => ?_
    simp only [pathProb]
    ring
  -- the two boundary terms have the same mean and cancel
  simp only [relEntropy, log_path_ratio h, mul_add, mul_sub, sum_add_distrib,
    sum_sub_distrib]
  rw [start, mean_last h n (fun i => Real.log (π i)),
    mean_jumps h n (fun i j => Real.log (P i j / P j i)), sub_self, zero_add]

/-- The walk on a ring of three sites that steps forward with probability `a`, backward
with probability `b` and stays with probability `c`. -/
def ringWalk (a b c : ℝ) : Matrix (Fin 3) (Fin 3) ℝ :=
  !![c, a, b; b, c, a; a, b, c]

/-- The ring walk with positive `a`, `b`, `c` of sum one is a stationary chain with the
uniform distribution. -/
theorem ringWalk_witness {a b c : ℝ} (ha : 0 < a) (hb : 0 < b) (hc : 0 < c)
    (hs : a + b + c = 1) : IsStationaryChain (ringWalk a b c) (fun _ => 1 / 3) where
  pos i j := by fin_cases i <;> fin_cases j <;> simp [ringWalk, ha, hb, hc]
  row_sum i := by fin_cases i <;> simp [ringWalk, Fin.sum_univ_three] <;> linarith
  nonneg _ := by norm_num
  total := by norm_num [Fin.sum_univ_three]
  stationary j := by fin_cases j <;> simp [ringWalk, Fin.sum_univ_three] <;> linarith

/-- For the ring walk with positive `a`, `b`, `c` of sum one, started uniformly, the
relative entropy between `n`-step paths and their reversal is `n (a - b) ln (a / b)`. -/
theorem ringWalk_irreversibility {a b c : ℝ} (ha : 0 < a) (hb : 0 < b) (hc : 0 < c)
    (hs : a + b + c = 1) (n : ℕ) :
    relEntropy (pathProb (ringWalk a b c) (fun _ => 1 / 3) n)
      (timeReversal (pathProb (ringWalk a b c) (fun _ => 1 / 3) n)) =
      n * ((a - b) * Real.log (a / b)) := by
  rw [path_irreversibility (ringWalk_witness ha hb hc hs) n]
  congr 1
  have hba : Real.log (b / a) = -Real.log (a / b) := by rw [← Real.log_inv, inv_div]
  simp [ringWalk, Fin.sum_univ_three, hba, hc.ne']
  ring

end

end PathIrreversibility
```

```lean
#print axioms PathIrreversibility.path_irreversibility
#print axioms PathIrreversibility.ringWalk_irreversibility
```

```
'PathIrreversibility.path_irreversibility' depends on axioms: [propext, Classical.choice, Quot.sound]
'PathIrreversibility.ringWalk_irreversibility' depends on axioms: [propext, Classical.choice, Quot.sound]
```

## From splitting off one state to the full formula

The derivation above followed the distribution forward in time. The Lean proof obtains the same averages by removing the first state of a path and using induction on its length.

`sum_path_succ` does the splitting. Once the first state `i` is fixed, the remaining path starts in `j` with weight `π i * P i j`. These weights need not sum to one, which is why `pathProb` accepts any initial weight. `sum_path` uses the splitting and the row sums to show that the total weight of all paths equals the total initial weight; for `π` this is normalisation.

`sum_drop_first` exchanges the sums and adds over the forgotten first state. Stationarity turns Σᵢ πᵢ Pᵢⱼ back into πⱼ, so what remains is a stationary path with one jump fewer. Repeating this gives `mean_last`: the final state has distribution `π`.

`mean_jumps` answers the doubt about correlations. For any function `f` of a jump, the induction step separates the first jump, whose mean is the one-step mean (`first`), from the later ones, which form a shorter stationary path (`rest`). Independence of the jumps is never used.

`stationary_pos` is the positivity argument for π. `log_path_ratio` is the identity for a single path: `hrev` renumbers the jumps of the reversed path so that each reverse jump stands beside its forward one, and `hsum` turns the logarithm of the product of ratios into a sum. The positivity facts justify splitting the logarithms.

In `path_irreversibility`, the identity is inserted into the relative entropy and the sum is separated into its three parts. `start` and `mean_last` give the two end terms the same mean, `sub_self` cancels them, and `mean_jumps` with `f i j` equal to ln(Pᵢⱼ/Pⱼᵢ) supplies the rest.

For the ring, `ringWalk_witness` checks the hypotheses entry by entry with the uniform distribution. The final theorem then evaluates the nine terms, using ln(b/a) = −ln(a/b) to combine forward and backward steps into (a − b) ln(a/b).
